# On a hexagonal lattice with a 60° basis, every sixfold symmetric superlattice with a finite supercell is spanned by a vector (m, n) and its 60° rotation, and the supercell holds m² + mn + n² primitive cells

Before a defect calculation on a hexagonal monolayer, I list the candidate supercells by running over integer pairs (m, n). With primitive vectors e₁ and e₂ of equal length at 60°, I take A₁ = m e₁ + n e₂, let A₂ be A₁ rotated by 60°, and keep the cells whose size m² + mn + n² fits the budget.

A general supercell, though, is given by a 2×2 integer matrix, with four free integers instead of two. I want every supercell whose lattice of translations keeps the sixfold axis. Could my search be missing some, perhaps one with 5 or 6 primitive cells, sizes that never turn up in my list?

## The two-integer search is complete

It misses none, as long as the supercell is finite and its whole translation lattice is mapped into itself by the 60° rotation. A matrix with four unrelated-looking entries may describe such a lattice, but the same lattice then also has a basis of your form. Sizes 5 and 6 are absent because m² + mn + n² takes neither value: 4(m² + mn + n²) = (2m + n)² + 3n², and neither 20 nor 24 is a square plus three times a square.

**Lengths and the rotation.** Write a lattice vector as its coordinates (x, y) along e₁ and e₂, and take the lattice constant as the unit of length. Since e₁·e₂ = 1/2, the squared length is

Q(x, y) = x² + xy + y².

It is positive unless x = y = 0, because 4Q = (x + 2y)² + 3x². The rotation R takes e₁ to e₂ and e₂ to e₂ − e₁, so

R(x, y) = (−y, x + y).

**A short remainder.** Let v = (m, n) be nonzero and N = Q(v). Any lattice vector w = (x, y) can be written as αv + βRv with real α and β. Solving

x = αm − βn,
y = αn + β(m + n)

gives

α = (x(m + n) + yn)/N,
β = (my − nx)/N.

Round α and β to nearest integers a and b, with errors ε = α − a and δ = β − b of size at most 1/2. The remainder w − av − bRv equals εv + δRv. As v and Rv have equal length and enclose 60°, its squared length is

N(ε² + εδ + δ²) ≤ 3N/4 < N.

**One vector generates everything.** Let H be a nonzero superlattice that R maps into itself. Squared lengths of nonzero lattice vectors are positive integers, so H has a shortest nonzero vector v. It also contains Rv. For any w in H, the remainder above lies in H and is shorter than v, so it must be zero. Hence w = av + bRv.

**Counting the cells.** Let C be the integer matrix with columns v and Rv, and let C′ be the one built in the same way from the mirror image v′ = (m + n, −n):

C = [[m, −n], [n, m + n]],
C′ = [[m + n, n], [−n, m]].

Multiplying out gives C′C = N·1, whose image has index N² in ℤ². Because C′ is injective, that index is also the product of the indices of the images of C′ and C. The reflection M(x, y) = (x + y, −y) maps the full lattice onto itself and carries one image to the other, since

M(av + bRv) = (a + b)v′ − bRv′.

The two indices are therefore equal, and each is N.

Conversely, every lattice of your form is sixfold symmetric. From R² = R − 1,

R(av + bRv) = −bv + (a + b)Rv.

The Lean 4 file below contains both directions.

```lean
import Mathlib

namespace HexagonalSupercell

/-- The rotation by 60 degrees of the hexagonal lattice, in coordinates along two primitive
vectors of equal length at 60 degrees. -/
def rot : ℤ × ℤ →+ ℤ × ℤ :=
  AddMonoidHom.mk' (fun v => (-v.2, v.1 + v.2)) (by
    intro a b
    refine Prod.ext ?_ ?_ <;> simp only [Prod.fst_add, Prod.snd_add] <;> ring)

/-- The mirror reflection of the hexagonal lattice that fixes the first primitive vector. -/
def mirror : ℤ × ℤ →+ ℤ × ℤ :=
  AddMonoidHom.mk' (fun v => (v.1 + v.2, -v.2)) (by
    intro a b
    refine Prod.ext ?_ ?_ <;> simp only [Prod.fst_add, Prod.snd_add] <;> ring)

/-- The squared length of a lattice vector, in units of the squared lattice constant. -/
def sqLength (v : ℤ × ℤ) : ℤ := v.1 ^ 2 + v.1 * v.2 + v.2 ^ 2

/-- The superlattice generated by a vector and its image under the 60 degree rotation. -/
def supercell (v : ℤ × ℤ) : AddSubgroup (ℤ × ℤ) := AddSubgroup.closure {v, rot v}

/-- The lattice vector whose coordinates along `v` and its rotated image are given by `w`. -/
def combine (v : ℤ × ℤ) : ℤ × ℤ →+ ℤ × ℤ :=
  AddMonoidHom.mk' (fun w => w.1 • v + w.2 • rot v) (by
    intro a b
    simp only [Prod.fst_add, Prod.snd_add, add_smul]
    abel)

/-- The combination of `v` and its rotated image, written out in primitive coordinates. -/
theorem combine_apply (v w : ℤ × ℤ) :
    combine v w = (w.1 * v.1 - w.2 * v.2, w.1 * v.2 + w.2 * (v.1 + v.2)) := by
  have hr : rot v = (-v.2, v.1 + v.2) := rfl
  change w.1 • v + w.2 • rot v = _
  refine Prod.ext ?_ ?_ <;>
    simp only [hr, Prod.fst_add, Prod.snd_add, Prod.smul_fst, Prod.smul_snd, smul_eq_mul]
  ring

/-- Every nonzero lattice vector has positive squared length. -/
theorem sqLength_pos {v : ℤ × ℤ} (hv : v ≠ 0) : 0 < sqLength v := by
  obtain ⟨x, y⟩ := v
  by_contra h
  simp only [sqLength, not_lt] at h
  have hx : x = 0 := (pow_eq_zero_iff two_ne_zero).mp
    (le_antisymm (by linarith [sq_nonneg (x + 2 * y)]) (sq_nonneg x))
  have hy : y = 0 := (pow_eq_zero_iff two_ne_zero).mp
    (le_antisymm (by linarith [sq_nonneg (2 * x + y)]) (sq_nonneg y))
  exact hv (Prod.ext hx hy)

/-- Any lattice vector can be shifted by a vector of the superlattice of a nonzero `v` so that
the remainder is strictly shorter than `v`. -/
theorem exists_short_remainder {v : ℤ × ℤ} (hv : v ≠ 0) (w : ℤ × ℤ) :
    ∃ u, sqLength (w - combine v u) < sqLength v := by
  -- rounding to the nearest integer leaves an error of at most one half
  have round : ∀ N P : ℤ, 0 < N → ∃ a p, p = P - a * N ∧ 4 * p ^ 2 ≤ N ^ 2 := by
    intro N P h
    obtain ⟨k, h1, h2⟩ : ∃ k, k * (2 * N) ≤ 2 * P + N ∧ 2 * P + N < (k + 1) * (2 * N) :=
      ⟨(2 * P + N) / (2 * N), Int.ediv_mul_le _ (by omega),
        Int.lt_ediv_add_one_mul_self _ (by omega)⟩
    have h3 := mul_nonneg (show 0 ≤ N - 2 * (P - k * N) by linarith)
      (show 0 ≤ N + 2 * (P - k * N) by linarith)
    exact ⟨k, P - k * N, rfl, by linarith⟩
  have hN := sqLength_pos hv
  obtain ⟨a, p, hp, hp2⟩ := round _ (w.1 * (v.1 + v.2) + w.2 * v.2) hN
  obtain ⟨b, q, hq, hq2⟩ := round _ (v.1 * w.2 - v.2 * w.1) hN
  have key : sqLength v * sqLength (w - combine v (a, b)) = p ^ 2 + p * q + q ^ 2 := by
    rw [hp, hq]
    simp only [combine_apply, sqLength, Prod.fst_sub, Prod.snd_sub]
    ring
  refine ⟨(a, b), lt_of_mul_lt_mul_left ?_ hN.le⟩
  rw [key]
  linarith [sq_nonneg (p - q), mul_pos hN hN]

/-- The superlattice of `v` consists of the integer combinations of `v` and its rotated image. -/
theorem supercell_eq_range (v : ℤ × ℤ) : supercell v = (combine v).range := by
  ext w
  rw [supercell, AddSubgroup.mem_closure_pair, AddMonoidHom.mem_range]
  exact ⟨fun ⟨a, b, h⟩ => ⟨(a, b), h⟩, fun ⟨u, h⟩ => ⟨u.1, u.2, h⟩⟩

/-- The superlattice generated by a vector and its rotated image is sixfold symmetric. -/
theorem rot_mem_supercell (v : ℤ × ℤ) : ∀ w ∈ supercell v, rot w ∈ supercell v := by
  have hr : ∀ x, rot x = (-x.2, x.1 + x.2) := fun _ => rfl
  rw [supercell_eq_range]
  rintro _ ⟨u, rfl⟩
  refine ⟨rot u, Prod.ext ?_ ?_⟩ <;> simp only [combine_apply, hr] <;> ring

/-- For nonzero `v` the superlattice of `v` has finite index, and the number of primitive cells
in its supercell is the squared length of `v`. -/
theorem index_supercell {v : ℤ × ℤ} (hv : v ≠ 0) :
    (supercell v).index ≠ 0 ∧ ((supercell v).index : ℤ) = sqLength v := by
  have hN := sqLength_pos hv
  have hm : ∀ w, mirror w = (w.1 + w.2, -w.2) := fun _ => rfl
  have mm : ∀ w, mirror (mirror w) = w := by
    intro w
    refine Prod.ext ?_ ?_ <;> simp only [hm] <;> ring
  have cm : ∀ x u, combine (mirror x) (mirror u) = mirror (combine x u) := by
    intro x u
    refine Prod.ext ?_ ?_ <;> simp only [combine_apply, hm] <;> ring
  have comp : ∀ x u, combine (mirror x) (combine x u)
      = (sqLength x * u.1, sqLength x * u.2) := by
    intro x u
    refine Prod.ext ?_ ?_ <;> simp only [combine_apply, hm, sqLength] <;> ring
  have hmv : mirror v ≠ 0 := fun h => hv (by rw [← mm v, h, map_zero])
  have inj : Function.Injective (combine (mirror v)) := by
    intro a b hab
    have h := congrArg (combine (mirror (mirror v))) hab
    rw [comp, comp, Prod.mk.injEq] at h
    have h0 := (sqLength_pos hmv).ne'
    exact Prod.ext (mul_left_cancel₀ h0 h.1) (mul_left_cancel₀ h0 h.2)
  -- mirror images have the same index
  have hcomap : (combine v).range.comap mirror = (combine (mirror v)).range := by
    ext w
    rw [AddSubgroup.mem_comap, AddMonoidHom.mem_range, AddMonoidHom.mem_range]
    constructor
    · rintro ⟨u, hu⟩
      exact ⟨mirror u, by rw [cm, hu, mm]⟩
    · rintro ⟨u, rfl⟩
      exact ⟨mirror u, by rw [← cm, mm]⟩
  have hmir : (combine (mirror v)).range.index = (combine v).range.index := by
    rw [← hcomap]
    exact AddSubgroup.index_comap_of_surjective _ (fun w => ⟨mirror w, mm w⟩)
  -- the two coordinate maps compose to a uniform scaling
  have hmap : (combine v).range.map (combine (mirror v)) =
      (AddSubgroup.zmultiples (sqLength v)).prod (AddSubgroup.zmultiples (sqLength v)) := by
    ext w
    rw [AddSubgroup.mem_map, AddSubgroup.mem_prod, Int.mem_zmultiples_iff,
      Int.mem_zmultiples_iff]
    constructor
    · rintro ⟨_, ⟨u, rfl⟩, rfl⟩
      rw [comp]
      exact ⟨dvd_mul_right _ _, dvd_mul_right _ _⟩
    · rintro ⟨⟨a, ha⟩, ⟨b, hb⟩⟩
      exact ⟨combine v (a, b), ⟨(a, b), rfl⟩, by rw [comp]; exact Prod.ext ha.symm hb.symm⟩
  have h := AddSubgroup.index_map_of_injective (combine v).range inj
  rw [hmap, AddSubgroup.index_prod, Int.index_zmultiples, hmir] at h
  have h' := Nat.mul_self_inj.mp h
  rw [supercell_eq_range]
  omega

/-- Every nonzero sixfold symmetric superlattice is generated by a nonzero vector and its
rotated image. -/
theorem exists_generator (H : AddSubgroup (ℤ × ℤ)) (hH : H ≠ ⊥)
    (hrot : ∀ v ∈ H, rot v ∈ H) : ∃ v, v ≠ 0 ∧ H = supercell v := by
  classical
  obtain ⟨x, hx, hx0⟩ : ∃ x ∈ H, x ≠ 0 := by
    by_contra hne
    exact hH ((AddSubgroup.eq_bot_iff_forall H).mpr
      fun x hx => by_contra fun h => hne ⟨x, hx, h⟩)
  -- choose a shortest nonzero vector
  have hex : ∃ k : ℕ, ∃ v ∈ H, v ≠ 0 ∧ (sqLength v).toNat = k := ⟨_, x, hx, hx0, rfl⟩
  obtain ⟨v, hv, hv0, hk⟩ := Nat.find_spec hex
  have hmem : ∀ u, combine v u ∈ H := fun u =>
    H.add_mem (H.zsmul_mem hv u.1) (H.zsmul_mem (hrot v hv) u.2)
  refine ⟨v, hv0, ?_⟩
  rw [supercell_eq_range]
  apply le_antisymm
  · intro w hw
    obtain ⟨u, hu⟩ := exists_short_remainder hv0 w
    by_cases hr : w - combine v u = 0
    · exact ⟨u, (sub_eq_zero.mp hr).symm⟩
    · have h1 := Nat.find_min' hex ⟨_, H.sub_mem hw (hmem u), hr, rfl⟩
      have h2 := sqLength_pos hr
      omega
  · rintro _ ⟨u, rfl⟩
    exact hmem u

/-- Every sixfold symmetric superlattice of finite index is generated by a nonzero vector
`(m, n)` and its rotated image, and its supercell holds `m² + m n + n²` primitive cells. -/
theorem sixfold_supercell (H : AddSubgroup (ℤ × ℤ)) (hfin : H.index ≠ 0)
    (hrot : ∀ v ∈ H, rot v ∈ H) :
    ∃ m n : ℤ, (m, n) ≠ (0, 0) ∧ H = AddSubgroup.closure {(m, n), (-n, m + n)} ∧
      (H.index : ℤ) = m ^ 2 + m * n + n ^ 2 := by
  have hH : H ≠ ⊥ := by
    rintro rfl
    exact hfin (by rw [AddSubgroup.index_bot, Nat.card_eq_zero_of_infinite])
  obtain ⟨v, hv, rfl⟩ := exists_generator H hH hrot
  exact ⟨v.1, v.2, hv, rfl, (index_supercell hv).2⟩

/-- A sixfold symmetric supercell with `N > 0` primitive cells exists exactly when
`N = m² + m n + n²` for some integers `m` and `n`. -/
theorem sixfold_size_iff (N : ℕ) (hN : 0 < N) :
    (∃ H : AddSubgroup (ℤ × ℤ), H.index = N ∧ ∀ v ∈ H, rot v ∈ H) ↔
      ∃ m n : ℤ, (N : ℤ) = m ^ 2 + m * n + n ^ 2 := by
  constructor
  · rintro ⟨H, rfl, hrot⟩
    obtain ⟨m, n, -, -, h⟩ := sixfold_supercell H hN.ne' hrot
    exact ⟨m, n, h⟩
  · rintro ⟨m, n, h⟩
    have hv : ((m, n) : ℤ × ℤ) ≠ 0 := by
      intro h0
      have hm : m = 0 := congrArg Prod.fst h0
      have hn : n = 0 := congrArg Prod.snd h0
      rw [hm, hn] at h
      norm_num at h
      omega
    have h1 : ((supercell (m, n)).index : ℤ) = N := (index_supercell hv).2.trans h.symm
    exact ⟨supercell (m, n), by exact_mod_cast h1, rot_mem_supercell _⟩

end HexagonalSupercell
```

```lean
#print axioms HexagonalSupercell.sixfold_supercell
#print axioms HexagonalSupercell.sixfold_size_iff
```

```
'HexagonalSupercell.sixfold_supercell' depends on axioms: [propext, Classical.choice, Quot.sound]
'HexagonalSupercell.sixfold_size_iff' depends on axioms: [propext, Classical.choice, Quot.sound]
```

## What the theorems say about supercells

In `sixfold_supercell`, the type `ℤ × ℤ` is the primitive lattice in the basis e₁, e₂, and `H` is a subgroup of it, that is, a set of translations that contains zero and is closed under addition and negation. Its index counts the classes of primitive lattice vectors modulo the superlattice, which is the number of primitive cells in one supercell. Mathlib assigns index 0 to a subgroup of infinite index, so `H.index ≠ 0` says that the supercell is finite. The hypothesis `hrot` says that the rotated copy of each vector of `H` is again in `H`.

The conclusion supplies integers m and n, not both zero, such that `H` is the smallest subgroup containing (m, n) and (−n, m + n), and such that its index is m² + mn + n². The smallest case is the primitive lattice itself, with (m, n) = (1, 0) and index 1.

The second main theorem, `sixfold_size_iff`, concerns sizes alone: for N > 0, a sixfold superlattice of index N exists exactly when N = m² + mn + n² has an integer solution.

Two conventions matter when comparing with an input file. The definition `supercell v` is the lattice of translations, whereas in ordinary usage a supercell is the region that they repeat. The basis vectors enclose 60°; with a 120° basis the form becomes m² − mn + n², and the coordinates have to be converted.

The geometry enters through the definitions of `rot` and `sqLength`, which encode an ideal two-dimensional hexagonal lattice. The step left to you is from the lattice of translations to the atoms: a sixfold superlattice may hold a defect or a relaxed structure that breaks the rotation.

For Bloch electrons in a perfect two-dimensional hexagonal crystal, the index is also the number of wave vectors allowed by Born–von Karman conditions on the superlattice, when wave vectors that differ by a reciprocal lattice vector of the primitive lattice are counted once. The permitted sizes are thus the permitted k-point counts, before any reduction by symmetry, for Γ-containing meshes of this sixfold kind.

## From rounding to the index in Lean

The map `combine v` is the matrix C: it sends (a, b) to av + bRv, and `combine_apply` writes out the coordinates. `supercell_eq_range` identifies the generated subgroup with the image of this map, so that membership means having integer coefficients. `sqLength_pos` is the positivity of Q.

`exists_short_remainder` carries out the rounding without fractions. Its local statement `round` uses integer division to produce an integer a with p = P − aN and 4p² ≤ N². Here P is the numerator of α or β, so the two remainders p and q are Nε and Nδ. The identity `key`, checked by `ring`, is

N·Q(w − av − bRv) = p² + pq + q².

The final `linarith` uses (p − q)² ≥ 0 to bound the right-hand side by 3N²/4, which is less than N², and the common factor N is cancelled.

`exists_generator` selects a shortest nonzero vector with `Nat.find`, applied to the squared lengths of the nonzero vectors of `H`. If a remainder were nonzero, `Nat.find_min'` would make it at least as long as v, and `omega` closes the contradiction. Besides the sixfold symmetry `hrot`, this lemma assumes only that `H` is not the zero subgroup; finite index serves the main theorem by excluding that case, since ℤ² is infinite.

`index_supercell` follows the mirror argument:

- `comp` is the product C′C = N·1, and `inj` deduces from the same identity, applied to v′, that C′ is injective.
- `cm` says that reflecting a combination reflects both the vector and its coefficients. `hcomap` and `hmir` turn this into equality of the two indices.
- `hmap` identifies the image of C′C with the pairs whose entries are both divisible by N, a subgroup of index N².
- `AddSubgroup.index_map_of_injective` supplies the product of indices, and `Nat.mul_self_inj` takes the square root.

`rot_mem_supercell` proves the converse symmetry: rotating a combination amounts to applying `rot` to its coefficients. Together with `index_supercell` it gives the existence half of `sixfold_size_iff`; the other half comes from `sixfold_supercell`.

## The square lattice

The same argument works for a square lattice with the fourfold rotation (x, y) ↦ (−y, x). Rounding now leaves a remainder of squared length at most half that of v, so every fourfold superlattice with a finite supercell is generated by some nonzero (m, n) and (−n, m). Its supercell holds m² + n² primitive cells. This variant is argued here in prose; the Lean code treats the hexagonal case.
